# F² = 45z/256 for a 2p Slater orbital of exponent z, in atomic units

Within a single 2p² configuration, with the same radial function for both electrons and without spin–orbit coupling, the Coulomb repulsion separates the terms by fixed multiples of the integral F². For a 2p Slater radial function, proportional to r exp(−zr) with z > 0, this integral is 45z/256 hartree, with z in inverse bohr.

```lean
import Mathlib

open MeasureTheory Set

namespace SlaterF2

noncomputable section
```

## The density and the integral

The radial function is proportional to r exp(−zr). Multiplying its square by r² and normalising gives the radial density

p(r) = (4/3) z⁵ r⁴ exp(−2zr).

Its integral over r > 0 is (4/3) z⁵ · 4!/(2z)⁵ = 1, a check made here by hand and not stated as a theorem below. In Lean the density is a function of two real numbers, and positivity of z enters later as a hypothesis.

```lean
/-- The radial density `(4/3) z⁵ r⁴ exp(-2zr)` of a 2p Slater orbital with exponent `z`. -/
def slaterDensity (z r : ℝ) : ℝ := 4 / 3 * z ^ 5 * r ^ 4 * Real.exp (-(2 * z * r))
```

For two electrons with the same radial density, at radii r and s, the multipole expansion of the Coulomb repulsion leads to

F^k = ∫₀^∞ ds ∫₀^∞ dr r_<^k / r_>^(k+1) p(r) p(s),

where r_< is the smaller and r_> the larger radius. The definition takes this formula as its starting point, with `min` and `max` for the two radii and `Ioi 0` for the open half-line. It contains neither the angular coefficients that multiply F² in a term energy nor any factor of two.

```lean
/-- The Slater integral `F^k` of a radial density `p`: the double integral over `r, s > 0` of
`r_<^k / r_>^(k+1)` times `p r * p s`, with `r_<` the smaller and `r_>` the larger radius. -/
def slaterIntegral (k : ℕ) (p : ℝ → ℝ) : ℝ :=
  ∫ s in Ioi (0 : ℝ), ∫ r in Ioi (0 : ℝ), (min r s) ^ k / (max r s) ^ (k + 1) * p r * p s
```

## Exchanging the electrons gives the factor two

Let G(s, r) = s^k p(s) p(r)/r^(k+1) when s < r, and zero otherwise. For r ≠ s the integrand of F^k is G(s, r) + G(r, s). The line r = s has no area, and swapping the variables shows that both terms have the same integral, so

F^k = 2 ∫₀^∞ ds s^k p(s) ∫ₛ^∞ dr p(r)/r^(k+1).

This holds for any p for which s^k p(s) and p(r)/r^(k+1) are integrable over positive radii; these two hypotheses make G integrable over the quadrant. In the proof, `key` uses the pointwise splitting to rewrite the inner integral for each s, `integral_prod` passes between double and iterated integrals, and `integral_prod_swap` performs the exchange.

```lean
/-- If `s^k p(s)` and `p(r)/r^(k+1)` are integrable over positive radii, then `F^k` is twice
the part in which `r` lies outside `s`. -/
theorem slaterIntegral_eq_twice (k : ℕ) (p : ℝ → ℝ)
    (hg : IntegrableOn (fun s => s ^ k * p s) (Ioi 0))
    (hh : IntegrableOn (fun r => p r / r ^ (k + 1)) (Ioi 0)) :
    slaterIntegral k p =
      2 * ∫ s in Ioi (0 : ℝ), s ^ k * p s * ∫ r in Ioi s, p r / r ^ (k + 1) := by
  let μ : Measure ℝ := volume.restrict (Ioi 0)
  let T : Set (ℝ × ℝ) := {q | q.1 < q.2}
  let G : ℝ × ℝ → ℝ := T.indicator fun q => q.1 ^ k * p q.1 * (p q.2 / q.2 ^ (k + 1))
  have hG : Integrable G (μ.prod μ) :=
    (Integrable.mul_prod hg hh).indicator (measurableSet_lt measurable_fst measurable_snd)
  have hG' : Integrable (fun q : ℝ × ℝ => G q.swap) (μ.prod μ) := hG.swap
  -- away from r = s the integrand is G plus its mirror image, so the inner integrals agree
  have key : ∀ s, ∫ r in Ioi (0 : ℝ), (min r s) ^ k / (max r s) ^ (k + 1) * p r * p s =
      ∫ r, (G (s, r) + G (r, s)) ∂μ := by
    intro s
    refine integral_congr_ae ?_
    have hne : ({s} : Set ℝ)ᶜ ∈ ae μ := compl_mem_ae_iff.2 (measure_singleton s)
    filter_upwards [hne] with r hr
    have hr' : r ≠ s := hr
    rcases lt_or_gt_of_ne hr' with h | h
    · have h1 : G (s, r) = 0 :=
        indicator_of_notMem (show (s, r) ∉ T from not_lt_of_gt h) _
      have h2 : G (r, s) = r ^ k * p r * (p s / s ^ (k + 1)) :=
        indicator_of_mem (show (r, s) ∈ T from h) _
      rw [h1, h2, min_eq_left h.le, max_eq_right h.le]
      ring
    · have h1 : G (r, s) = 0 :=
        indicator_of_notMem (show (r, s) ∉ T from not_lt_of_gt h) _
      have h2 : G (s, r) = s ^ k * p s * (p r / r ^ (k + 1)) :=
        indicator_of_mem (show (s, r) ∈ T from h) _
      rw [h1, h2, min_eq_right h.le, max_eq_left h.le]
      ring
  have e : ∫ s, ∫ r, (G (s, r) + G (r, s)) ∂μ ∂μ = ∫ q, (G q + G q.swap) ∂(μ.prod μ) :=
    (integral_prod (fun q : ℝ × ℝ => G q + G q.swap) (hG.add hG')).symm
  have inner : ∫ s, ∫ r, G (s, r) ∂μ ∂μ =
      ∫ s in Ioi (0 : ℝ), s ^ k * p s * ∫ r in Ioi s, p r / r ^ (k + 1) := by
    refine setIntegral_congr_fun measurableSet_Ioi fun s hs => ?_
    have hs' : 0 < s := hs
    change ∫ r in Ioi (0 : ℝ), (Ioi s).indicator
      (fun r => s ^ k * p s * (p r / r ^ (k + 1))) r = _
    rw [setIntegral_indicator measurableSet_Ioi,
      inter_eq_right.2 (Ioi_subset_Ioi hs'.le), integral_const_mul]
  -- exchanging the two electrons gives the factor two
  calc slaterIntegral k p = ∫ s, ∫ r, (G (s, r) + G (r, s)) ∂μ ∂μ :=
        integral_congr_ae (Filter.Eventually.of_forall key)
    _ = 2 * ∫ q, G q ∂(μ.prod μ) := by
        rw [e, integral_add hG hG', integral_prod_swap G, two_mul]
    _ = _ := by rw [integral_prod G hG, inner]
```

## Exponential integrals

For a > 0 and a natural number n, the substitution t = ar gives

∫₀^∞ r^n exp(−ar) dr = Γ(n+1)/a^(n+1) = n!/a^(n+1).

The proof specialises Mathlib's Gamma integral to whole-number powers.

```lean
/-- For `a > 0` the integral of `r^n exp(-ar)` over all `r > 0` is `n!/a^(n+1)`. -/
theorem exp_moment {a : ℝ} (ha : 0 < a) (n : ℕ) :
    ∫ r in Ioi (0 : ℝ), r ^ n * Real.exp (-(a * r)) = (n.factorial : ℝ) / a ^ (n + 1) := by
  have h := Real.integral_rpow_mul_exp_neg_mul_Ioi (a := (n : ℝ) + 1) (r := a)
    (by positivity) ha
  have hp : (1 / a) ^ ((n : ℝ) + 1) = (1 / a) ^ (n + 1) := by
    exact_mod_cast Real.rpow_natCast (1 / a) (n + 1)
  simp only [add_sub_cancel_right, Real.rpow_natCast] at h
  rw [h, hp, Real.Gamma_nat_eq_factorial, one_div, inv_pow, div_eq_mul_inv, mul_comm]
```

The same functions are integrable, since they are continuous and decay exponentially. Lean gets this from the value just found: a non-integrable function is assigned the integral zero, but n!/a^(n+1) is positive.

```lean
/-- For `a > 0` the function `r^n exp(-ar)` is integrable over `r > 0`. -/
theorem exp_integrable {a : ℝ} (ha : 0 < a) (n : ℕ) :
    IntegrableOn (fun r : ℝ => r ^ n * Real.exp (-(a * r))) (Ioi 0) := by
  by_contra h
  have hpos : 0 < (n.factorial : ℝ) / a ^ (n + 1) := by positivity
  exact hpos.ne' ((exp_moment ha n).symm.trans (integral_undef h))
```

The inner integral needs only the power n = 1. Differentiation gives

d/dr [−exp(−ar)(r/a + 1/a²)] = exp(−ar)(r + 1/a) − exp(−ar)/a = r exp(−ar),

so for s ≥ 0

∫ₛ^∞ r exp(−ar) dr = exp(−as)(s/a + 1/a²).

The proof checks the derivative in `hd`, integrates from 0 to s, and subtracts the result from the full integral 1/a².

```lean
/-- For `a > 0` and `s ≥ 0` the integral of `r exp(-ar)` over `r > s` is
`exp(-as) (s/a + 1/a²)`. -/
theorem exp_tail {a s : ℝ} (ha : 0 < a) (hs : 0 ≤ s) :
    ∫ r in Ioi s, r * Real.exp (-(a * r)) = Real.exp (-(a * s)) * (s / a + 1 / a ^ 2) := by
  have hd : ∀ r : ℝ, HasDerivAt (fun r => -(Real.exp (-(a * r)) * (r / a + 1 / a ^ 2)))
      (r * Real.exp (-(a * r))) r := by
    intro r
    have hl : HasDerivAt (fun r : ℝ => a * r) a r :=
      ((hasDerivAt_id' r).const_mul a).congr_deriv (by ring)
    exact ((hl.fun_neg.exp.fun_mul
      (((hasDerivAt_id' r).div_const a).add_const (1 / a ^ 2))).fun_neg).congr_deriv
        (by field_simp; ring)
  have hi : IntegrableOn (fun r : ℝ => r * Real.exp (-(a * r))) (Ioi 0) := by
    simpa only [pow_one] using exp_integrable ha 1
  have hm : ∫ r in Ioi (0 : ℝ), r * Real.exp (-(a * r)) = 1 / a ^ (1 + 1) := by
    simpa only [pow_one, Nat.factorial_one, Nat.cast_one] using exp_moment ha 1
  -- the tail is the full integral minus the part up to s
  have h := setIntegral_union
    (Set.disjoint_left.2 fun x (hx : x ∈ Ioc 0 s) (hx' : x ∈ Ioi s) => not_lt_of_ge hx.2 hx')
    measurableSet_Ioi (hi.mono_set Ioc_subset_Ioi_self) (hi.mono_set (Ioi_subset_Ioi hs))
  rw [Ioc_union_Ioi_eq_Ioi hs, hm, ← intervalIntegral.integral_of_le hs,
    intervalIntegral.integral_eq_sub_of_hasDerivAt (fun r _ => hd r)
      (Continuous.intervalIntegrable (by fun_prop) _ _), mul_zero, neg_zero, Real.exp_zero] at h
  linear_combination (-1 : ℝ) * h
```

## The region r > s

Dividing the density by r³ leaves a single power of r:

p(r)/r³ = (4/3) z⁵ r exp(−2zr).

```lean
/-- At `r > 0` the 2p Slater density divided by `r³` is `(4/3) z⁵ r exp(-2zr)`. -/
theorem density_div_cube (z : ℝ) {r : ℝ} (hr : 0 < r) :
    slaterDensity z r / r ^ 3 = 4 / 3 * z ^ 5 * (r * Real.exp (-(2 * z * r))) := by
  rw [slaterDensity, div_eq_iff (pow_ne_zero 3 hr.ne')]
  ring
```

With a = 2z the inner integral is

∫ₛ^∞ p(r)/r³ dr = exp(−2zs) [(2/3) z⁴ s + (1/3) z³].

Multiplying by s² p(s) = (4/3) z⁵ s⁶ exp(−2zs) gives

(8/9) z⁹ s⁷ exp(−4zs) + (4/9) z⁸ s⁶ exp(−4zs),

which is the identity `key` in the proof. Integrating over s with a = 4z,

(8/9) z⁹ · 7!/(4z)⁸ + (4/9) z⁸ · 6!/(4z)⁷ = 35z/512 + 10z/512 = 45z/512.

```lean
/-- For `z > 0` the part of `F²` in which `r` lies outside `s` is `45z/512`. -/
theorem outer_part {z : ℝ} (hz : 0 < z) :
    ∫ s in Ioi (0 : ℝ), s ^ 2 * slaterDensity z s * ∫ r in Ioi s, slaterDensity z r / r ^ 3
      = 45 * z / 512 := by
  have h4 : 0 < 4 * z := by positivity
  have key : EqOn
      (fun s => s ^ 2 * slaterDensity z s * ∫ r in Ioi s, slaterDensity z r / r ^ 3)
      (fun s => 8 / 9 * z ^ 9 * (s ^ 7 * Real.exp (-(4 * z * s))) +
        4 / 9 * z ^ 8 * (s ^ 6 * Real.exp (-(4 * z * s)))) (Ioi 0) := by
    intro s hs
    have hs' : 0 < s := hs
    have hE : Real.exp (-(4 * z * s)) = Real.exp (-(2 * z * s)) * Real.exp (-(2 * z * s)) := by
      rw [← Real.exp_add]
      ring_nf
    beta_reduce
    rw [setIntegral_congr_fun measurableSet_Ioi
      (fun r hr => density_div_cube z (lt_trans hs' (Set.mem_Ioi.1 hr))),
      integral_const_mul, exp_tail (by positivity : 0 < 2 * z) hs'.le, hE, slaterDensity]
    generalize Real.exp (-(2 * z * s)) = E
    field_simp
    ring
  rw [setIntegral_congr_fun measurableSet_Ioi key,
    integral_add (Integrable.const_mul (exp_integrable h4 7) (8 / 9 * z ^ 9))
      (Integrable.const_mul (exp_integrable h4 6) (4 / 9 * z ^ 8)),
    integral_const_mul, integral_const_mul, exp_moment h4, exp_moment h4]
  simp only [Nat.factorial]
  push_cast
  field_simp
  ring
```

## The value of F²

Doubling this contribution gives

F² = 2 · 45z/512 = 45z/256.

The theorem states, for every real z > 0, both this value and the equality of F² with twice the region r > s. Its proof first supplies the two integrability conditions, `hg` for s² p(s) and `hh` for p(r)/r³, and then combines the exchange argument with `outer_part`. The result applies to a single exponent; a radial function built from several exponentials also needs the integrals of the cross terms.

```lean
/-- For `z > 0` the Slater integral `F²` of the 2p Slater density is `45z/256`, and it is twice
the part in which `r` lies outside `s`. -/
theorem slater_F2 {z : ℝ} (hz : 0 < z) :
    slaterIntegral 2 (slaterDensity z) = 45 * z / 256 ∧
    slaterIntegral 2 (slaterDensity z) = 2 * ∫ s in Ioi (0 : ℝ),
      s ^ 2 * slaterDensity z s * ∫ r in Ioi s, slaterDensity z r / r ^ 3 := by
  have h2 : 0 < 2 * z := by positivity
  have i6 : IntegrableOn (fun s => 4 / 3 * z ^ 5 * (s ^ 6 * Real.exp (-(2 * z * s)))) (Ioi 0) :=
    Integrable.const_mul (exp_integrable h2 6) _
  have i1 : IntegrableOn (fun r => 4 / 3 * z ^ 5 * (r ^ 1 * Real.exp (-(2 * z * r)))) (Ioi 0) :=
    Integrable.const_mul (exp_integrable h2 1) _
  simp only [pow_one] at i1
  have hg : IntegrableOn (fun s => s ^ 2 * slaterDensity z s) (Ioi 0) :=
    i6.congr_fun (fun s _ => by simp only [slaterDensity]; ring) measurableSet_Ioi
  have hh : IntegrableOn (fun r => slaterDensity z r / r ^ 3) (Ioi 0) :=
    i1.congr_fun (fun r hr => (density_div_cube z hr).symm) measurableSet_Ioi
  have h : slaterIntegral 2 (slaterDensity z) = 2 * ∫ s in Ioi (0 : ℝ),
      s ^ 2 * slaterDensity z s * ∫ r in Ioi s, slaterDensity z r / r ^ 3 :=
    slaterIntegral_eq_twice 2 (slaterDensity z) hg hh
  refine ⟨?_, h⟩
  rw [h, outer_part hz]
  ring
```

A hydrogenic 2p orbital of nuclear charge Z > 0 has a radial function proportional to r exp(−Zr/2), so its radial density is the one above with z = Z/2:

p(r) = (Z⁵/24) r⁴ exp(−Zr), F² = 45Z/512.

The proof identifies the two densities as functions and substitutes Z/2 for z.

```lean
/-- For nuclear charge `Z > 0` the hydrogenic 2p density `(Z⁵/24) r⁴ exp(-Zr)` has
`F² = 45Z/512`. -/
theorem hydrogenic_F2 {Z : ℝ} (hZ : 0 < Z) :
    slaterIntegral 2 (fun r => Z ^ 5 / 24 * r ^ 4 * Real.exp (-(Z * r))) = 45 * Z / 512 := by
  have h : (fun r => Z ^ 5 / 24 * r ^ 4 * Real.exp (-(Z * r))) = slaterDensity (Z / 2) := by
    funext r
    simp only [slaterDensity]
    rw [show 2 * (Z / 2) * r = Z * r by ring]
    ring
  rw [h, (slater_F2 (half_pos hZ)).1]
  ring

end

end SlaterF2
```

```lean
#print axioms SlaterF2.slater_F2
#print axioms SlaterF2.hydrogenic_F2
```

```
'SlaterF2.slater_F2' depends on axioms: [propext, Classical.choice, Quot.sound]
'SlaterF2.hydrogenic_F2' depends on axioms: [propext, Classical.choice, Quot.sound]
```
